# Steady diffusion to an absorbing sphere with diffusivity D(1 − R/r) has a concentration profile affine in ln(1 − R/r)

Outside an absorbing sphere of radius a ≥ R > 0, let the relative diffusivity be D(1 − R/r) with D > 0, and let the concentration c be scaled to tend to 1 far away. The declaration `log_profile_of_steady` states that every steady profile has the form c(r) = 1 + K ln(1 − R/r) for all r > a, with some real constant K. Steady here means that the total inward diffusive flux has zero derivative in r; c is also assumed continuous from r = a outwards, differentiable for r > a, and zero at r = a. The attempt picks K from the conserved flux, shows that c(r) − K ln(1 − R/r) has zero derivative and so is constant, and finds the constant from the limit at infinity.

An attempt in Lean 4 with a fault in it:

```lean
import Mathlib

open Filter Topology Set
open scoped Real

namespace LogProfileOfSteady

noncomputable section

/-- Relative diffusivity `D (1 - R/r)` at separation `r ≥ R > 0`, reduced by lubrication near
contact at `r = R`. -/
def diffusivity (D R r : ℝ) : ℝ := D * (1 - R / r)

/-- Total inward diffusive flux of the concentration `c` through the sphere of radius `r > 0`, if
`c` is differentiable at `r`. -/
def inwardFlux (D R : ℝ) (c : ℝ → ℝ) (r : ℝ) : ℝ :=
  4 * π * r ^ 2 * diffusivity D R r * deriv c r

/-- A steady concentration profile outside an absorbing sphere of radius `a`, with unit
concentration far away. -/
structure IsSteadyProfile (D R a : ℝ) (c : ℝ → ℝ) : Prop where
  cont : ContinuousOn c (Ici a)
  diff : ∀ r, a < r → DifferentiableAt ℝ c r
  steady : ∀ r, a < r → HasDerivAt (inwardFlux D R c) 0 r
  absorbing : c a = 0
  bulk : Tendsto c atTop (𝓝 1)

/-- For `r > R > 0`, the function `ln (1 - R/r)` has slope `R / (r (r - R))`. -/
theorem hasDerivAt_log_gap {R r : ℝ} (hR : 0 < R) (hr : R < r) :
    HasDerivAt (fun x => Real.log (1 - R / x)) (R / (r * (r - R))) r := by
  have h0 : r ≠ 0 := (hR.trans hr).ne'
  have h1 : r - R ≠ 0 := (sub_pos.2 hr).ne'
  have e1 : 1 - R / r = (r - R) / r := by rw [sub_div, div_self h0]
  have h2 : HasDerivAt (fun x : ℝ => 1 - R / x) (R / r ^ 2) r := by
    have h := ((hasDerivAt_inv h0).const_mul R).const_sub 1
    simpa [div_eq_mul_inv] using h
  have hne : 1 - R / r ≠ 0 := by rw [e1]; exact div_ne_zero h1 h0
  refine (h2.log hne).congr_deriv ?_
  rw [e1]
  field_simp

/-- For `D, R > 0` and an absorbing radius `a ≥ R`, every steady profile has the form
`1 + K ln (1 - R/r)` outside that radius. -/
theorem log_profile_of_steady {D R a : ℝ} {c : ℝ → ℝ} (hD : 0 < D) (hR : 0 < R) (ha : R ≤ a)
    (h : IsSteadyProfile D R a c) :
    ∃ K : ℝ, ∀ r, a < r → c r = 1 + K * Real.log (1 - R / r) := by
  have flat : ∀ f : ℝ → ℝ, (∀ r, a < r → HasDerivAt f 0 r) →
      ∀ r, a < r → f r = f (a + 1) := by
    intro f hf r hr
    exact isOpen_Ioi.is_const_of_deriv_eq_zero (convex_Ioi a).isPreconnected
      (fun x hx => (hf x hx).differentiableAt.differentiableWithinAt)
      (fun x hx => (hf x hx).deriv) hr (lt_add_one a)
  -- the flux is conserved, and its value fixes the amplitude of the logarithm
  have hJ := flat _ h.steady
  obtain ⟨K, hK⟩ : ∃ K, K = inwardFlux D R c (a + 1) / (4 * π * D * R) := ⟨_, rfl⟩
  have hf := flat (fun r => c r - K * Real.log (1 - R / r)) (by
    intro r hr
    have hRr : R < r := ha.trans_lt hr
    have h0 : r ≠ 0 := (hR.trans hRr).ne'
    have h1 : r - R ≠ 0 := (sub_pos.2 hRr).ne'
    have e1 : 1 - R / r = (r - R) / r := by rw [sub_div, div_self h0]
    refine ((h.diff r hr).hasDerivAt.fun_sub
      ((hasDerivAt_log_gap hR hRr).const_mul K)).congr_deriv ?_
    rw [hK, ← hJ r hr, inwardFlux, diffusivity, e1, sub_eq_zero]
    field_simp)
  -- the remaining constant is the bulk concentration
  have hlog : Tendsto (fun r : ℝ => Real.log (1 - R / r)) atTop (𝓝 0) := by
    have h1 : Tendsto (fun r : ℝ => R / r) atTop (𝓝 0) :=
      tendsto_const_nhds.div_atTop tendsto_id
    have h2 : Tendsto (fun r : ℝ => 1 - R / r) atTop (𝓝 1) := by
      simpa using (tendsto_const_nhds (x := (1 : ℝ))).sub h1
    simpa using h2.log one_ne_zero
  have hlim : Tendsto (fun r => c r - K * Real.log (1 - R / r)) atTop (𝓝 1) := by
    simpa using h.bulk.sub (hlog.const_mul K)
  have hone := tendsto_nhds_unique (hlim.congr' (by
    filter_upwards [eventually_gt_atTop a] with r hr using hf r hr)) tendsto_const_nhds
  refine ⟨K, fun r hr => ?_⟩
  have h3 := hf r hr
  simp only at h3 hone
  linarith

end

end LogProfileOfSteady
```

Compiling this gives:

```
Main.lean:79:2: error: `simp` made no progress
```

What went wrong. The error is at `simp only at h3 hone`, just before the closing `linarith`. With no lemmas listed, `simp only` can still do basic reductions, such as applying a `fun` to its argument. The line was there to put the two hypotheses in plain form, but `simp only` found nothing to change in either of them, and Lean treats that as an error. The mathematics was not at fault.

The repair removes the call and writes the two equations out. `h3` says that c(r) − K ln(1 − R/r) equals its value at a + 1, and the new `h4` says that this value is 1. Lean accepts `hf r hr` and `hone` as proofs of these statements, so no simplification step is needed and none can fail. From the two equations `linarith` gets the goal, treating the product of K and the logarithm at r as a single quantity.

The mended proof, as a diff:

```diff
@@ -76,6 +76,7 @@
     filter_upwards [eventually_gt_atTop a] with r hr using hf r hr)) tendsto_const_nhds
   refine ⟨K, fun r hr => ?_⟩
-  have h3 := hf r hr
-  simp only at h3 hone
+  have h3 : c r - K * Real.log (1 - R / r) =
+      c (a + 1) - K * Real.log (1 - R / (a + 1)) := hf r hr
+  have h4 : 1 = c (a + 1) - K * Real.log (1 - R / (a + 1)) := hone
   linarith
 
```
